# For finitely many real poles with positive weights, the Taylor series of the boundary response converges exactly for real energy shifts smaller in size than the distance to the nearest pole

## Does a pole above the expansion energy limit the expansion below it?

Let the response at a sphere boundary be $R(z)=\sum_i w_i/(E_i-z)$, with finitely many real poles $E_i$, at least one, and weights $w_i>0$. I expand about a real energy $x$ that is not a pole, with coefficients $c_k=\sum_i w_i/(E_i-x)^{k+1}$ for $k=0,1,2,\dots$, and use $\sum_k t^k c_k$ for $R(x+t)$ at a real shift $t$. Let $d>0$ be the distance from $x$ to the nearest pole.

Suppose that the nearest pole lies above $x$ and that I only want energies below $x$, where $R$ is smooth well past $x-d$. Can I take $t\le -d$ there? And if two poles sit at $x\pm d$ with equal weights, every even-order coefficient loses their contribution. Could such cancellation make the series converge further out?

## The nearest pole sets the limit on both sides

No to both: the series converges if and only if $|t|<d$. A single pole at $x+d$ with weight $w$ already shows the first point. At $t=-d$ the response has the finite value $w/(2d)$, but the terms of the series are $(-1)^k w/d$, and the partial sums jump between $w/d$ and $0$.

### From the geometric series to the odd-order terms

**The coefficients are Taylor coefficients.** Away from the poles,
$$\frac{d}{dx}\frac{w_i}{(E_i-x)^{k+1}}=(k+1)\frac{w_i}{(E_i-x)^{k+2}},$$
so $c_k'=(k+1)c_{k+1}$. Since $R=c_0$, induction gives $R^{(k)}=k!\,c_k$: one more derivative yields $k!\,(k+1)\,c_{k+1}=(k+1)!\,c_{k+1}$. Hence $t^kR^{(k)}(x)/k!=t^kc_k$.

**Inside the radius.** Write $u_i=E_i-x$. If $|t|<d\le|u_i|$, then
$$\sum_{k\ge0}t^k\frac{w_i}{u_i^{k+1}}=\frac{w_i}{u_i}\sum_{k\ge0}\Big(\frac t{u_i}\Big)^k=\frac{w_i}{u_i}\,\frac1{1-t/u_i}=\frac{w_i}{u_i-t}.$$
Adding the finitely many poles gives $R(x+t)$.

**At and beyond the radius.** Let pole $j$ be a nearest one, $|u_j|=d$. For odd $k$ the power $k+1$ is even, so every contribution to $c_k$ is positive, whichever side its pole is on. Therefore $c_k\ge w_j/d^{k+1}$, and for $|t|\ge d$
$$|t^kc_k|\ge\frac{w_j|t|^k}{d^{k+1}}\ge\frac{w_j}{d}>0 .$$
The terms of a convergent series tend to zero, because they are differences of successive partial sums. These do not, so the series diverges. Your symmetric pair cancels at even orders only; at odd orders the two poles reinforce each other.

**Error of a truncated expansion.** The identity $\frac1u=\frac1{u-t}-\frac tu\,\frac1{u-t}$, applied once per order, leaves after $N$ terms
$$R(x+t)-\sum_{k<N}t^kc_k=\sum_i\Big(\frac t{u_i}\Big)^N\frac{w_i}{u_i-t}.$$
If $|t|<d$, then $|t/u_i|\le|t|/d$ and $|u_i-t|\ge|u_i|-|t|\ge d-|t|$. The error is therefore at most $(|t|/d)^N\sum_iw_i/(d-|t|)$.

### What the Lean statement says about the response

The finite type `ι` labels the poles, and `w` and `E` give their weights and energies. The functions `response` and `coeff` are $R$ and $c_k$, with the sign convention $E_i-z$ in the denominator, so that $R$ rises with energy between poles. Nothing requires the $E_i$ to be distinct; coincident poles simply add their weights.

In `expansion_converges_iff`, the hypothesis `hnear` says that $d$ is the least element of the set of distances $|E_i-x|$. Some pole attains it, which also forces at least one pole to exist. The hypothesis `hd` keeps $x$ off the poles. The left side of the equivalence says that the partial sums over $k=0,\dots,N-1$ have some real limit as $N\to\infty$. This is ordinary convergence, so conditional convergence at $|t|\ge d$ is excluded too. That the limit is $R(x+t)$ is the content of `hasSum_response`.

The positive weights are assumed. Physically, $R(z)$ stands for the ratio $\varphi/(\varphi'-b\varphi)$ at the sphere surface, where $\varphi$ is the regular solution of the radial Schrödinger equation at energy $z$ and $b$ is a fixed finite number. The poles are the eigenvalues for the boundary condition $\varphi'=b\varphi$ at the surface, and the weights are, up to a positive factor, the squared surface values of the normalised eigenfunctions. The radial equation in a sphere has infinitely many such eigenvalues, so the finite sum is a model. The file does not derive the pole form from a radial equation, and it treats neither infinitely many poles nor the energy expansion of the radial functions that LAPW linearises.

For electronic structure, the consequence within this finite-pole model is that adding higher energy derivatives at the same $x$ cannot make the Taylor expansion of the response converge as far from $x$ as the nearest pole, or farther, on either side. Possible ways around this include a different expansion energy, a form that keeps the pole explicitly, or an expansion of $1/R$ where its own nearest singularity is farther away.

```lean
import Mathlib

open Filter Topology

namespace BoundaryResponse

noncomputable section

variable {ι : Type*} [Fintype ι]

/-- The boundary response at energy `z`, a sum over poles `E i` with weights `w i`; it is meant for
`z` not a pole (Lean gives a term with zero denominator the value 0). -/
def response (w E : ι → ℝ) (z : ℝ) : ℝ := ∑ i, w i / (E i - z)

/-- The coefficient of order `k` in the energy expansion of the response about `x`,
for `x` not a pole. -/
def coeff (w E : ι → ℝ) (x : ℝ) (k : ℕ) : ℝ := ∑ i, w i / (E i - x) ^ (k + 1)

/-- Away from the poles, the energy derivative of the coefficient of order `k` is
`k + 1` times the coefficient of order `k + 1`. -/
theorem hasDerivAt_coeff (w E : ι → ℝ) {x : ℝ} (hx : ∀ i, E i ≠ x) (k : ℕ) :
    HasDerivAt (fun z => coeff w E z k) ((k + 1) * coeff w E x (k + 1)) x := by
  unfold coeff
  rw [Finset.mul_sum]
  apply HasDerivAt.fun_sum
  intro i _
  have h0 : E i - x ≠ 0 := sub_ne_zero.mpr (hx i)
  have h1 : HasDerivAt (fun z => E i - z) (-1) x := (hasDerivAt_id' x).const_sub (E i)
  have h2 := (hasDerivAt_const x (w i)).fun_div (h1.fun_pow (k + 1)) (pow_ne_zero _ h0)
  refine h2.congr_deriv ?_
  rw [Nat.add_sub_cancel, ← mul_div_assoc,
    div_eq_div_iff (pow_ne_zero _ (pow_ne_zero _ h0)) (pow_ne_zero _ h0)]
  generalize E i - x = u
  push_cast
  ring

/-- Away from the poles, the `k`-th energy derivative of the response is `k!` times the
expansion coefficient of order `k`. -/
theorem iteratedDeriv_response (w E : ι → ℝ) {x : ℝ} (hx : ∀ i, E i ≠ x) (k : ℕ) :
    iteratedDeriv k (response w E) x = (k.factorial : ℝ) * coeff w E x k := by
  induction k generalizing x with
  | zero => simp [response, coeff]
  | succ k ih =>
    -- the formula of order k holds in a whole neighbourhood, so it can be differentiated
    have hn : ∀ᶠ z in 𝓝 x, ∀ i, E i ≠ z :=
      Filter.eventually_all.2 fun i =>
        (eventually_ne_nhds (hx i).symm).mono fun z hz => hz.symm
    have hev : iteratedDeriv k (response w E) =ᶠ[𝓝 x]
        fun z => (k.factorial : ℝ) * coeff w E z k := by
      filter_upwards [hn] with z hz
      apply ih
      exact hz
    rw [iteratedDeriv_succ, hev.deriv_eq,
      ((hasDerivAt_coeff w E hx k).const_mul _).deriv, Nat.factorial_succ]
    push_cast
    ring

/-- The expansion of a single pole term at offset `u` converges to that term when the
energy shift `t` is smaller in size than `u`. -/
theorem hasSum_pole (a : ℝ) {u t : ℝ} (h : |t| < |u|) :
    HasSum (fun k : ℕ => t ^ k * (a / u ^ (k + 1))) (a / (u - t)) := by
  have hu : u ≠ 0 := abs_pos.mp ((abs_nonneg t).trans_lt h)
  have hut : u - t ≠ 0 := by
    intro e
    rw [sub_eq_zero.mp e] at h
    exact lt_irrefl _ h
  have hr : |t / u| < 1 := by
    rw [abs_div, div_lt_one (abs_pos.mpr hu)]
    exact h
  -- geometric series in t / u
  have hterm : (fun k : ℕ => t ^ k * (a / u ^ (k + 1)))
      = fun k : ℕ => a / u * (t / u) ^ k := by
    funext k
    rw [div_pow, pow_succ]
    field_simp
  have hsum : a / (u - t) = a / u * (1 - t / u)⁻¹ := by
    have e : 1 - t / u = (u - t) / u := by rw [sub_div, div_self hu]
    rw [e, inv_div]
    field_simp
  rw [hterm, hsum]
  exact (hasSum_geometric_of_abs_lt_one hr).mul_left (a / u)

/-- If every pole is at a distance greater than `|t|` from `x`, the energy expansion sums to the
response at `x + t`. -/
theorem hasSum_response (w E : ι → ℝ) {x t : ℝ} (h : ∀ i, |t| < |E i - x|) :
    HasSum (fun k : ℕ => t ^ k * coeff w E x k) (response w E (x + t)) := by
  have hs := hasSum_sum (s := Finset.univ) (fun i _ => hasSum_pole (w i) (h i))
  simp only [coeff, response, Finset.mul_sum, ← sub_sub]
  exact hs

/-- For nonnegative weights and a pole `j` at distance `d > 0` from `x`, each odd-order term
of the expansion is at least `w j * |t| ^ k / d ^ (k + 1)` in size. -/
theorem odd_term_lower_bound {w E : ι → ℝ} {x d : ℝ} (hw : ∀ i, 0 ≤ w i) (hd : 0 < d)
    {j : ι} (hj : |E j - x| = d) (t : ℝ) {k : ℕ} (hk : Odd k) :
    w j * |t| ^ k ≤ d ^ (k + 1) * |t ^ k * coeff w E x k| := by
  have he : Even (k + 1) := hk.add_one
  -- all contributions have the same sign, so one pole bounds the sum from below
  have h : w j / (E j - x) ^ (k + 1) ≤ coeff w E x k :=
    Finset.single_le_sum (f := fun i => w i / (E i - x) ^ (k + 1))
      (fun i _ => div_nonneg (hw i) (he.pow_nonneg _)) (Finset.mem_univ j)
  rw [← he.pow_abs (E j - x), hj, div_le_iff₀ (pow_pos hd _)] at h
  calc w j * |t| ^ k ≤ (coeff w E x k * d ^ (k + 1)) * |t| ^ k :=
        mul_le_mul_of_nonneg_right h (by positivity)
    _ ≤ (|coeff w E x k| * d ^ (k + 1)) * |t| ^ k :=
        mul_le_mul_of_nonneg_right
          (mul_le_mul_of_nonneg_right (le_abs_self _) (by positivity)) (by positivity)
    _ = d ^ (k + 1) * |t ^ k * coeff w E x k| := by
        rw [abs_mul, abs_pow]
        ring

/-- For positive weights and nearest pole at distance `d > 0` from `x`, the partial sums of
the energy expansion converge at the real shift `t` if and only if `|t| < d`. -/
theorem expansion_converges_iff {w E : ι → ℝ} {x d : ℝ} (hw : ∀ i, 0 < w i) (hd : 0 < d)
    (hnear : IsLeast (Set.range fun i => |E i - x|) d) (t : ℝ) :
    (∃ S, Tendsto (fun N => ∑ k ∈ Finset.range N, t ^ k * coeff w E x k) atTop (𝓝 S))
      ↔ |t| < d := by
  obtain ⟨⟨j, hj⟩, hmin⟩ := hnear
  constructor
  · rintro ⟨S, hS⟩
    by_contra hcon
    have htd : d ≤ |t| := not_lt.mp hcon
    -- convergence forces the terms to vanish
    have h0 := (hS.comp (tendsto_add_atTop_nat 1)).sub hS
    have hlim : Tendsto (fun k => t ^ k * coeff w E x k) atTop (𝓝 0) := by
      convert h0 using 1
      · funext k
        simp only [Function.comp_apply, Finset.sum_range_succ, add_sub_cancel_left]
      · rw [sub_self]
    have habs := hlim.abs
    rw [abs_zero] at habs
    obtain ⟨K, hK⟩ := eventually_atTop.1 (habs.eventually_lt_const (div_pos (hw j) hd))
    -- but the odd terms are at least w j / d in size
    obtain ⟨k, hodd, hk⟩ : ∃ k, Odd k ∧ |t ^ k * coeff w E x k| < w j / d :=
      ⟨2 * K + 1, ⟨K, rfl⟩, hK _ (by omega)⟩
    have h1 := odd_term_lower_bound (fun i => (hw i).le) hd hj t hodd
    have h2 := mul_lt_mul_of_pos_left hk (pow_pos hd (k + 1))
    have h3 : d ^ (k + 1) * (w j / d) = w j * d ^ k := by
      rw [pow_succ]
      field_simp
    have h4 : w j * d ^ k ≤ w j * |t| ^ k :=
      mul_le_mul_of_nonneg_left (pow_le_pow_left₀ hd.le htd k) (hw j).le
    linarith
  · intro ht
    exact ⟨_, (hasSum_response w E fun i => ht.trans_le (hmin ⟨i, rfl⟩)).tendsto_sum_nat⟩

/-- If neither `x` nor `x + t` is a pole, the error of the expansion cut after `N` terms is
the response at `x + t` with each pole term multiplied by `(t / (E i - x)) ^ N`. -/
theorem truncation_error (w E : ι → ℝ) {x t : ℝ} (hx : ∀ i, E i - x ≠ 0)
    (hxt : ∀ i, E i - x - t ≠ 0) (N : ℕ) :
    response w E (x + t) - ∑ k ∈ Finset.range N, t ^ k * coeff w E x k
      = ∑ i, (t / (E i - x)) ^ N * (w i / (E i - x - t)) := by
  induction N with
  | zero => simp [response, sub_sub]
  | succ N ih =>
    rw [Finset.sum_range_succ, ← sub_sub, ih, coeff, Finset.mul_sum,
      ← Finset.sum_sub_distrib]
    refine Finset.sum_congr rfl fun i _ => ?_
    have hu := hx i
    have hut := hxt i
    generalize E i - x = u at hu hut ⊢
    have e : w i / u = w i / (u - t) - t / u * (w i / (u - t)) := by
      field_simp
    have e' : t ^ N * (w i / u ^ (N + 1)) = (t / u) ^ N * (w i / u) := by
      rw [div_pow, pow_succ]
      field_simp
    rw [e', e]
    ring

/-- For nonnegative weights, all poles at distance at least `d` from `x`, and `|t| < d`, the
error after `N` terms is at most `(|t| / d) ^ N` times the total weight over `d - |t|`. -/
theorem truncation_error_le {w E : ι → ℝ} {x t d : ℝ} (hw : ∀ i, 0 ≤ w i)
    (hE : ∀ i, d ≤ |E i - x|) (ht : |t| < d) (N : ℕ) :
    |response w E (x + t) - ∑ k ∈ Finset.range N, t ^ k * coeff w E x k|
      ≤ (|t| / d) ^ N * ((∑ i, w i) / (d - |t|)) := by
  have hd : 0 < d := (abs_nonneg t).trans_lt ht
  have hgap : 0 < d - |t| := sub_pos.mpr ht
  have hfar : ∀ i, d - |t| ≤ |E i - x - t| := fun i =>
    (sub_le_sub_right (hE i) _).trans (abs_sub_abs_le_abs_sub _ _)
  rw [truncation_error w E (fun i => abs_pos.mp (hd.trans_le (hE i)))
    (fun i => abs_pos.mp (hgap.trans_le (hfar i))) N, Finset.sum_div, Finset.mul_sum]
  refine (Finset.abs_sum_le_sum_abs _ _).trans (Finset.sum_le_sum fun i _ => ?_)
  rw [abs_mul, abs_pow, abs_div, abs_div, abs_of_nonneg (hw i)]
  exact mul_le_mul
    (pow_le_pow_left₀ (by positivity)
      (div_le_div_of_nonneg_left (abs_nonneg t) hd (hE i)) N)
    (div_le_div_of_nonneg_left (hw i) hgap (hfar i))
    (div_nonneg (hw i) (abs_nonneg _)) (by positivity)

end

end BoundaryResponse
```

```lean
#print axioms BoundaryResponse.iteratedDeriv_response
#print axioms BoundaryResponse.expansion_converges_iff
#print axioms BoundaryResponse.truncation_error_le
```

```
'BoundaryResponse.iteratedDeriv_response' depends on axioms: [propext, Classical.choice, Quot.sound]
'BoundaryResponse.expansion_converges_iff' depends on axioms: [propext, Classical.choice, Quot.sound]
'BoundaryResponse.truncation_error_le' depends on axioms: [propext, Classical.choice, Quot.sound]
```

### How the lemmas carry the argument

`hasDerivAt_coeff` differentiates the finite sum term by term. `iteratedDeriv_response` is the induction for $R^{(k)}=k!\,c_k$. To differentiate the formula of order $k$, one needs it in a neighbourhood of $x$ and not only at $x$; `hn` supplies this, since finitely many poles different from $x$ leave a neighbourhood free.

`hasSum_pole` rewrites the one-pole series as a geometric series in `t / u` and applies `hasSum_geometric_of_abs_lt_one`. `hasSum_response` adds the poles.

`odd_term_lower_bound` contains the sign argument. `Finset.single_le_sum` bounds a sum of nonnegative terms below by the term of pole `j`, the rewrite with `div_le_iff₀` clears the denominator $d^{k+1}$, and the `calc` block multiplies by $|t|^k$ and passes to absolute values.

In `expansion_converges_iff`, the forward direction assumes convergence together with $d\le|t|$. Subtracting successive partial sums gives `hlim`: the terms tend to zero. From some order `K` on they are thus smaller than $w_j/d$ in size, and the odd order $k=2K+1$ is chosen. The final `linarith` closes the contradictory chain
$$w_jd^k\le w_j|t|^k\le d^{k+1}|t^kc_k|<d^{k+1}\frac{w_j}{d}=w_jd^k .$$
The reverse direction takes the limit from `hasSum_response`.

`truncation_error` proves the remainder formula by induction on `N`, with the one-step identity as `e`. It needs only that neither $x$ nor $x+t$ is a pole, so it also describes the error outside the radius. `truncation_error_le` then bounds each pole's contribution, with `hfar` as the reverse triangle inequality.

### A silent pole, and complex shifts

Positivity of the weights cannot be relaxed to $w_i\ge0$. Take $x=0$, poles at $1$ and $2$, and weights $0$ and $1$. The nearest listed pole is at distance $d=1$, but at $t=3/2$ the terms are $\tfrac12(3/4)^k$, and the series converges to $2=R(3/2)$. A pole with zero weight simply drops out of $R$. This is a limit of the formula, not a case of the radial problem described above: there the slope of each eigenfunction at the surface is $b$ times its value, so an eigenfunction whose value vanished at the surface would have zero slope there too, and would then be zero everywhere.

The same estimates also settle complex shifts $t$, with $|t|$ read as the modulus. The geometric series converges for $|t|<d$, while for $|t|\ge d$ the odd-order terms still have modulus at least $w_j/d$. Moving the target energy off the real axis at a fixed real part therefore does not help, since it only increases $|t|$; the Lean theorem itself is stated for real $t$.
